# For a real polynomial V whose derivative has n ≥ 2 roots, all real and simple, the inverse force constants at those roots sum to zero

A polynomial potential \(V\) in one coordinate can have stationary points in the complex plane as well as on the real axis, so a sum over "all stationary points" needs a decision about which roots of \(V'\) are counted. Here only the real ones are counted, each once, and a separate condition on \(V\) requires their number to equal the degree of \(V'\). Under that condition, and for \(\deg V'\ge 2\), the inverse force constants of the wells and the barriers cancel:

\[
\sum_{x:\,V'(x)=0}\frac{1}{V''(x)}=0 .
\]

## Potential, stationary points and force constants

```lean
import Mathlib

open Polynomial

namespace StationaryPointSumRule

noncomputable section
```

The first line loads the library Mathlib. After `open Polynomial`, the type of real polynomials can be written `ℝ[X]`; in it `X` is the variable and `C a` is the constant polynomial \(a\).

```lean
/-- The distinct real stationary points of a nonconstant polynomial potential `V`; the empty set if
`V` is constant. -/
def stationaryPoints (V : ℝ[X]) : Finset ℝ := V.derivative.roots.toFinset
```

For a nonconstant polynomial `V`, this is the set \(S\) of its real stationary points. `V.derivative.roots` lists the real roots of \(V'\) with multiplicity, and `toFinset` removes the repetitions. A constant potential, for which every point is stationary, gets the empty set instead, because Mathlib assigns no roots to the zero polynomial.

```lean
/-- The force constant `V''(x)`. -/
def forceConstant (V : ℝ[X]) (x : ℝ) : ℝ := V.derivative.derivative.eval x
```

The force constant is \(V''(x)\), the second derivative evaluated at \(x\). At a stationary point, a positive value marks a well and a negative value a barrier top. Where it is nonzero, its inverse is the first-order shift of the stationary point per unit of constant applied force.

```lean
/-- The number of elements of `stationaryPoints V` equals the degree of `V'`. -/
def AllStationaryReal (V : ℝ[X]) : Prop :=
  (stationaryPoints V).card = V.derivative.natDegree
```

This is the condition on \(V\), a proposition that a given potential may or may not satisfy: \(|S|=\deg V'\). It demands more than its name suggests. For a nonconstant \(V\), the roots of \(V'\) must be real and also simple, so \(V=x^4\), with a triple root of \(V'\) at the origin, fails it. Physically, no well has merged with a barrier, and no such pair has disappeared from the real axis.

## The top coefficient of an interpolating polynomial

```lean
/-- For a polynomial `g` of degree below the number `n` of nodes, the sum over the nodes `x` of
`g(x)` divided by the product of the differences `x - y`, with `y` running over the other nodes, is
the coefficient of order `n - 1` in `g`. -/
theorem sum_eval_div_prod (s : Finset ℝ) (g : ℝ[X]) (hg : g.degree < (s.card : WithBot ℕ)) :
    ∑ x ∈ s, g.eval x / ∏ y ∈ s.erase x, (x - y) = g.coeff (s.card - 1) := by
  let Q : ℝ → ℝ[X] := fun x => ∏ y ∈ s.erase x, (X - C y)
  have hQ : ∀ x, (Q x).Monic := fun x =>
    monic_prod_of_monic _ _ (fun y _ => monic_X_sub_C y)
  have hdeg : ∀ x ∈ s, (Q x).natDegree = s.card - 1 := by
    intro x hx
    change (∏ y ∈ s.erase x, (X - C y)).natDegree = _
    rw [natDegree_prod_of_monic _ _ (fun y _ => monic_X_sub_C y)]
    simp [Finset.card_erase_of_mem hx]
  -- the Lagrange interpolation formula for g
  have key : g = ∑ x ∈ s, (g.eval x / ∏ y ∈ s.erase x, (x - y)) • Q x := by
    refine eq_of_degrees_lt_of_eval_finset_eq (s := s) hg ?_ ?_
    · refine mem_degreeLT.1 (Submodule.sum_mem _ fun x hx =>
        Submodule.smul_mem _ _ (mem_degreeLT.2 ?_))
      have hpos : 0 < s.card := Finset.card_pos.2 ⟨x, hx⟩
      have hlt : (Q x).natDegree < s.card := by
        rw [hdeg x hx]; omega
      rw [degree_eq_natDegree (hQ x).ne_zero]
      exact_mod_cast hlt
    · intro z hz
      have hw : ∏ y ∈ s.erase z, (z - y) ≠ 0 :=
        Finset.prod_ne_zero_iff.2 fun y hy =>
          sub_ne_zero.2 (Finset.ne_of_mem_erase hy).symm
      have hzz : (Q z).eval z = ∏ y ∈ s.erase z, (z - y) := by
        simp [Q, eval_prod]
      rw [Polynomial.eval_finsetSum, Finset.sum_eq_single z]
      · rw [eval_smul, smul_eq_mul, hzz, div_mul_cancel₀ _ hw]
      · intro x _ hxz
        have h0 : (Q x).eval z = 0 := by
          change (∏ y ∈ s.erase x, (X - C y)).eval z = 0
          rw [eval_prod]
          exact Finset.prod_eq_zero (Finset.mem_erase.2 ⟨hxz.symm, hz⟩) (by simp)
        rw [eval_smul, h0, smul_zero]
      · intro h
        exact absurd hz h
  -- compare the coefficients of the highest power
  have hc := congrArg (fun p : ℝ[X] => p.coeff (s.card - 1)) key
  simp only [Polynomial.finsetSum_coeff, coeff_smul, smul_eq_mul] at hc
  rw [hc]
  refine Finset.sum_congr rfl fun x hx => ?_
  have h1 : (Q x).coeff (s.card - 1) = 1 := by
    rw [← hdeg x hx]
    exact (hQ x).coeff_natDegree
  rw [h1, mul_one]
```

The arguments in brackets are the data and the hypothesis: a finite set \(s\) of \(n\) real nodes and a polynomial \(g\) of degree below \(n\). The type `WithBot ℕ` is the natural numbers with an extra bottom element, which serves as the degree of the zero polynomial. The claim after the colon is

\[
\sum_{x\in s}\frac{g(x)}{\prod_{y\in s,\,y\ne x}(x-y)}=g_{n-1},
\]

where \(g_{n-1}\) is the coefficient of order \(n-1\) in \(g\). If there are no nodes, \(g=0\) and both sides vanish.

By hand, set \(Q_x(X)=\prod_{y\ne x}(X-y)\) for each node \(x\). This polynomial has leading coefficient 1 and degree \(n-1\), vanishes at every node except \(x\), and is nonzero at \(x\). Therefore

\[
\sum_{x\in s}\frac{g(x)}{Q_x(x)}\,Q_x(X)
\]

agrees with \(g\) at all \(n\) nodes. Both polynomials have degree below \(n\), so their difference has \(n\) roots and too low a degree to be anything but zero. This is Lagrange interpolation. Each \(Q_x\) contributes 1 to the coefficient of \(X^{n-1}\), and comparing that coefficient on both sides gives the claim.

The Lean proof takes the same route. `hQ` and `hdeg` record the leading coefficient and degree of \(Q_x\), and `key` is the interpolation formula. Its proof first bounds the degree and then evaluates at a node \(z\), where `Finset.sum_eq_single z` keeps the only surviving term. The step `hc` extracts the coefficient of order \(n-1\).

## Force constants as products of signed distances

```lean
/-- If `V` satisfies `AllStationaryReal`, the force constant at a point `x` of `stationaryPoints V`
is the leading coefficient of `V'` times the product of the differences `x - y`, with `y` running
over the other points of that set. -/
theorem forceConstant_eq_prod (V : ℝ[X]) (h : AllStationaryReal V) {x : ℝ}
    (hx : x ∈ stationaryPoints V) :
    forceConstant V x =
      V.derivative.leadingCoeff * ∏ y ∈ (stationaryPoints V).erase x, (x - y) := by
  have h' : V.derivative.roots.toFinset.card = V.derivative.natDegree := h
  have h1 := Multiset.toFinset_card_le V.derivative.roots
  have h2 := card_roots' V.derivative
  have hcard : Multiset.card V.derivative.roots = V.derivative.natDegree := by omega
  have hnd : V.derivative.roots.Nodup :=
    Multiset.toFinset_card_eq_card_iff_nodup.1 (h'.trans hcard.symm)
  -- factorise the gradient over its simple roots
  have hprod : ∏ y ∈ stationaryPoints V, (X - C y) =
      (V.derivative.roots.map fun a => X - C a).prod := by
    rw [stationaryPoints, Finset.prod, Multiset.toFinset_val, hnd.dedup]
  have hfac : V.derivative = C V.derivative.leadingCoeff *
      ((X - C x) * ∏ y ∈ (stationaryPoints V).erase x, (X - C y)) := by
    rw [Finset.mul_prod_erase (stationaryPoints V) (fun y => X - C y) hx, hprod]
    exact (C_leadingCoeff_mul_prod_multiset_X_sub_C hcard).symm
  -- only the derivative of the factor vanishing at x survives
  have hder : ∀ (a : ℝ) (q : ℝ[X]),
      (derivative (C a * ((X - C x) * q))).eval x = a * q.eval x := by
    intro a q
    simp [derivative_mul]
  have h3 := (congrArg (fun p : ℝ[X] => (derivative p).eval x) hfac).trans (hder _ _)
  rw [eval_prod] at h3
  simpa only [forceConstant, eval_sub, eval_X, eval_C] using h3
```

The hypothesis `h` is the condition on \(V\), and `hx` says that \(x\) is a stationary point. With \(a\) the leading coefficient of \(V'\), the conclusion reads

\[
V''(x)=a\prod_{y\in S,\,y\neq x}(x-y).
\]

By hand, \(V'\) has as many distinct real roots as its degree, so it factorises as \(V'(X)=a\,(X-x)\,Q_x(X)\), with \(Q_x\) now built from the nodes \(S\). Differentiation gives

\[
V''(X)=a\,Q_x(X)+a\,(X-x)\,Q_x'(X),
\]

and the second term vanishes at \(X=x\).

In Lean, `h1` and `h2` state that the number of distinct roots is at most the number counted with multiplicity, which is at most the degree. The two ends are equal by hypothesis, so `omega`, which settles integer arithmetic, makes the middle number equal to them too. Hence no root is repeated (`hnd`). The factorisation is `hfac`, and `hder` is the product rule evaluated at \(x\).

```lean
/-- If `V` satisfies `AllStationaryReal`, the force constant is nonzero at every point of
`stationaryPoints V`. -/
theorem forceConstant_ne_zero (V : ℝ[X]) (h : AllStationaryReal V) {x : ℝ}
    (hx : x ∈ stationaryPoints V) : forceConstant V x ≠ 0 := by
  rw [forceConstant_eq_prod V h hx]
  refine mul_ne_zero (leadingCoeff_ne_zero.2 ?_) (Finset.prod_ne_zero_iff.2 fun y hy =>
    sub_ne_zero.2 (Finset.ne_of_mem_erase hy).symm)
  intro h0
  simp [stationaryPoints, h0] at hx
```

Every factor in that product is nonzero, because the other stationary points differ from \(x\). The leading coefficient is nonzero as well, since for \(V'=0\) the set \(S\) is empty by definition and contains no \(x\). Thus \(V''(x)\ne0\), and every inverse force constant below is a genuine quotient.

## The sum rule and the balance of wells and barriers

```lean
/-- Sum rule: if `V` is nonconstant and satisfies `AllStationaryReal`, and `g` is a polynomial of
degree below `n = deg V'`, then the values of `g` at the stationary points, weighted by inverse
force constants, sum to the coefficient of order `n - 1` in `g` over the leading coefficient of
`V'`. -/
theorem sum_rule (V g : ℝ[X]) (h : AllStationaryReal V)
    (hg : g.degree < (V.derivative.natDegree : WithBot ℕ)) :
    ∑ x ∈ stationaryPoints V, g.eval x / forceConstant V x =
      g.coeff (V.derivative.natDegree - 1) / V.derivative.leadingCoeff := by
  have h' : (stationaryPoints V).card = V.derivative.natDegree := h
  rw [← h'] at hg ⊢
  rw [← sum_eval_div_prod _ g hg, Finset.sum_div]
  refine Finset.sum_congr rfl fun x hx => ?_
  rw [forceConstant_eq_prod V h hx, div_mul_eq_div_div_swap]
```

Let \(V\) be nonconstant and satisfy the condition `AllStationaryReal`, and let \(n=\deg V'\). For any polynomial \(g\) of degree below \(n\),

\[
\sum_{x\in S}\frac{g(x)}{V''(x)}=\frac{g_{n-1}}{a}.
\]

To derive it, replace \(V''(x)\) by \(a\,Q_x(x)\), take \(1/a\) out of the sum and apply the interpolation identity with \(s=S\). The proof does this in reverse: it rewrites the right-hand side as a sum and compares the two sums term by term with `Finset.sum_congr`.

```lean
/-- The inverse force constants of all stationary points sum to zero when `V'` has degree at
least two and only simple real roots. -/
theorem sum_inv_forceConstant_eq_zero (V : ℝ[X]) (h : AllStationaryReal V)
    (hn : 2 ≤ V.derivative.natDegree) :
    ∑ x ∈ stationaryPoints V, 1 / forceConstant V x = 0 := by
  have hg : (1 : ℝ[X]).degree < (V.derivative.natDegree : WithBot ℕ) := by
    rw [degree_one]
    exact_mod_cast (show 0 < V.derivative.natDegree by omega)
  have h1 := sum_rule V 1 h hg
  have h2 : V.derivative.natDegree - 1 ≠ 0 := by omega
  rw [coeff_one, if_neg h2, zero_div] at h1
  simpa only [eval_one] using h1
```

Now take \(g=1\). Its degree is 0, which is below \(n\), and for \(n\ge2\) its coefficient of order \(n-1\ge1\) is zero. The sum rule becomes \(\sum_{x\in S}1/V''(x)=0\). The hypothesis `hn` excludes the single harmonic well, whose one inverse force constant has nothing to cancel against.

```lean
/-- If `V` satisfies `AllStationaryReal` and `V'` has degree at least two, the sum of the inverse
force constants over the wells equals the sum of the inverse absolute force constants over the
barriers. -/
theorem wells_balance_barriers (V : ℝ[X]) (h : AllStationaryReal V)
    (hn : 2 ≤ V.derivative.natDegree) :
    ∑ x ∈ stationaryPoints V with 0 < forceConstant V x, 1 / forceConstant V x =
      ∑ x ∈ stationaryPoints V with forceConstant V x < 0, 1 / |forceConstant V x| := by
  rw [← sub_eq_zero, Finset.sum_filter, Finset.sum_filter, ← Finset.sum_sub_distrib]
  refine Eq.trans (Finset.sum_congr rfl fun x hx => ?_) (sum_inv_forceConstant_eq_zero V h hn)
  rcases lt_or_gt_of_ne (forceConstant_ne_zero V h hx) with hk | hk
  · rw [if_neg (not_lt.2 hk.le), if_pos hk, abs_of_neg hk, div_neg]
    ring
  · rw [if_pos hk, if_neg (not_lt.2 hk.le), sub_zero]
```

The word `with` inside a sum restricts it to the points that satisfy the stated inequality. The theorem therefore says

\[
\sum_{V''(x)>0}\frac1{V''(x)}=\sum_{V''(x)<0}\frac1{|V''(x)|},
\]

with both sums running over \(S\). No stationary point has \(V''(x)=0\), so the wells and barriers together make up all of \(S\). At a barrier \(-1/|V''(x)|=1/V''(x)\), so the left side minus the right side is the full sum, which is zero. The case split `rcases` treats the two signs separately.

## A double well that cancels and a single well that does not

```lean
/-- The symmetric quartic potential `x⁴ + c x²`. -/
def quartic (c : ℝ) : ℝ[X] := X ^ 4 + C c * X ^ 2
```

This family, \(V=x^4+cx^2\), has a double well for \(c<0\) and a single well for \(c\ge0\).

```lean
/-- The derivative of the symmetric quartic is `4x³ + 2cx`, of degree three. -/
theorem quartic_derivative (c : ℝ) :
    (quartic c).derivative = C 4 * X ^ 3 + C (2 * c) * X ∧
      (quartic c).derivative.natDegree = 3 := by
  have hd : (quartic c).derivative = C 4 * X ^ 3 + C (2 * c) * X := by
    apply Polynomial.funext
    intro x
    simp only [quartic, derivative_add, derivative_C_mul, derivative_X_pow, eval_add, eval_mul,
      eval_C, eval_pow, eval_X]
    norm_num
    ring
  refine ⟨hd, ?_⟩
  rw [hd]
  compute_degree!
```

The symbol `∧` means "and". The theorem states that \(V'=4x^3+2cx\) and that its degree is 3 for every \(c\).

```lean
/-- The stationary points of the symmetric quartic are the real solutions of `4x³ + 2cx = 0`. -/
theorem mem_stationaryPoints_quartic (c x : ℝ) :
    x ∈ stationaryPoints (quartic c) ↔ 4 * x ^ 3 + 2 * c * x = 0 := by
  obtain ⟨hd, hn⟩ := quartic_derivative c
  have h0 : (quartic c).derivative ≠ 0 := by
    intro h
    rw [h] at hn
    simp at hn
  rw [stationaryPoints, Multiset.mem_toFinset, mem_roots h0, IsRoot.def, hd]
  simp only [eval_add, eval_mul, eval_C, eval_pow, eval_X]
```

Membership in the set of stationary points is the same as solving \(4x^3+2cx=0\). The two examples can then be settled by ordinary algebra.

```lean
/-- The double well `x⁴ - 2x²` has the stationary points `-1, 0, 1`, as many as the degree of its
derivative. -/
theorem doubleWell_witness :
    stationaryPoints (quartic (-2)) = {-1, 0, 1} ∧ AllStationaryReal (quartic (-2)) := by
  have hS : stationaryPoints (quartic (-2)) = {-1, 0, 1} := by
    ext x
    rw [mem_stationaryPoints_quartic]
    simp only [Finset.mem_insert, Finset.mem_singleton]
    constructor
    · intro h
      have h1 : (x + 1) * (x * (x - 1)) = 0 := by linear_combination h / 4
      rcases mul_eq_zero.1 h1 with h2 | h2
      · left; linarith
      · rcases mul_eq_zero.1 h2 with h3 | h3
        · right; left; exact h3
        · right; right; linarith
    · rintro (rfl | rfl | rfl) <;> norm_num
  refine ⟨hS, ?_⟩
  rw [AllStationaryReal, hS, (quartic_derivative (-2)).2, Finset.card_eq_three]
  exact ⟨-1, 0, 1, by norm_num, by norm_num, by norm_num, rfl⟩
```

For \(c=-2\), the equation is \(4x(x-1)(x+1)=0\), so \(S=\{-1,0,1\}\). Three points match degree 3, and the condition on \(V\) is met. Since \(V''(x)=12x^2-4\), the force constants are \(8,-4,8\), and the balance reads \(1/8+1/8=1/4\).

```lean
/-- The single well `x⁴ + 2x²` has a cubic derivative but only one real stationary point, and its
inverse force constants sum to `1/4`. -/
theorem singleWell_no_cancellation :
    (quartic 2).derivative.natDegree = 3 ∧ stationaryPoints (quartic 2) = {0} ∧
      ∑ x ∈ stationaryPoints (quartic 2), 1 / forceConstant (quartic 2) x = 1 / 4 := by
  have hS : stationaryPoints (quartic 2) = {0} := by
    ext x
    rw [mem_stationaryPoints_quartic, Finset.mem_singleton]
    constructor
    · intro h
      have h1 : x * (x ^ 2 + 1) = 0 := by linear_combination h / 4
      exact (mul_eq_zero.1 h1).resolve_right (by positivity)
    · rintro rfl
      norm_num
  refine ⟨(quartic_derivative 2).2, hS, ?_⟩
  rw [hS, Finset.sum_singleton, forceConstant, (quartic_derivative 2).1]
  simp only [derivative_add, derivative_C_mul, derivative_X_pow, derivative_X, eval_add,
    eval_mul, eval_C, eval_pow, eval_X, eval_one]
  norm_num

end

end StationaryPointSumRule
```

For \(c=2\), the equation is \(4x(x^2+1)=0\), whose only real solution is \(x=0\). There \(V''(0)=4\), and the sum is \(1/4\). The derivative is still cubic, so this example shows that a bound on the degree alone does not give the cancellation.

## Counting complex stationary points, and checking a fitted curve

The sum could also run over the complex roots of \(V'\), with the condition that they be distinct. The same algebra then covers the single well: the points \(\pm i\) each have \(V''=-8\), and \(1/4-1/8-1/8=0\). The price is that \(V''\) can be complex at such points, so the division into wells and barriers is lost.

In practice, the rule can check the stationary-point search on a polynomial fitted to a one-dimensional energy scan, provided that the fit's derivative has degree at least two and all its roots are real and simple. A code finds the roots of \(V'\), evaluates \(V''\) at each, and compares \(\left|\sum 1/V''\right|\) with \(\sum 1/|V''|\). A ratio well above rounding error points to a missed or inaccurate root. A small ratio says nothing about how well the polynomial represents the energies, and a well and a barrier that nearly coincide make the test sensitive to rounding.

```lean
#print axioms StationaryPointSumRule.sum_inv_forceConstant_eq_zero
#print axioms StationaryPointSumRule.wells_balance_barriers
#print axioms StationaryPointSumRule.singleWell_no_cancellation
```

```
'StationaryPointSumRule.sum_inv_forceConstant_eq_zero' depends on axioms: [propext, Classical.choice, Quot.sound]
'StationaryPointSumRule.wells_balance_barriers' depends on axioms: [propext, Classical.choice, Quot.sound]
'StationaryPointSumRule.singleWell_no_cancellation' depends on axioms: [propext, Classical.choice, Quot.sound]
```
